# The thermal mean occupation of one attractive boson site approaches the cutoff as the cutoff grows

Any number of bosons can sit on one lattice site, but a program that stores occupation states has to stop at some largest number $M$. With repulsive bosons the high occupations cost energy and carry little weight. With attractive bosons at a fixed chemical potential, each added particle lowers the energy further once the site is full enough, and the sum over occupations diverges. The truncated sum is still finite, so the program still reports a mean occupation, and one has to ask what that number means.

## Convergence of the partition sum and a bound on the missing bosons

Take one site with interaction $U$, chemical potential $\mu$ and inverse temperature $\beta>0$. The energy and Boltzmann weight of $n$ bosons are

$$E_n=\frac{U\,n(n-1)}{2}-\mu n,\qquad w_n=e^{-\beta E_n}.$$

The truncated partition sum and mean occupation are

$$Z_M=\sum_{n=0}^{M}w_n,\qquad \langle n\rangle_M=\frac{1}{Z_M}\sum_{n=0}^{M}n\,w_n .$$

The full sum $\sum_n w_n$ converges exactly when $U>0$, or $U=0$ and $\mu<0$.

For the truncated mean, define the filling factor

$$r_M=e^{-\beta\left(\mu-U(M-1)/2\right)}.$$

For $M>0$, the quantity $\mu-U(M-1)/2=-E_M/M$ in the exponent is the energy released per boson when the empty site is filled with $M$ bosons. The name does not refer to the number of bosons per site, which is often called the filling factor too. If $U\le 0$ and $r_M<1$, then

$$M-\langle n\rangle_M\le\frac{r_M}{(1-r_M)^2}.$$

For $U<0$ the factor $r_M$ tends to zero as $M$ grows, and $M-\langle n\rangle_M$ tends to zero with it.

## What an occupation cap does to a reported density

When a lattice-boson code caps the local occupation as a numerical approximation, and not as a constraint of the model such as a hard core, its results should become independent of the cap. In the limit of no hopping, where the sites decouple, the statements above tell for which parameters the single-site partition sum has a limit at all, and what the truncated mean does for attractive bosons.

The symptom is easy to recognise. For $U<0$ and large $M$, raising the cap from $M$ to $M+1$ raises the mean by nearly one. The reported density is then set by the cap, and the site without a cap has no grand-canonical thermal state that it could approximate. In a calculation with a fixed total number of bosons this problem does not arise: a cap equal to that number removes no state.

As an example, take $\beta=1$, $U=-1$, $\mu=0$ and $M=11$. Then $r_M=e^{-5}\approx0.0067$, and the bound says that on average fewer than $0.007$ bosons are missing from the cap. The bound is generous here: the actual deficit is close to $e^{-10}\approx 4.5\times10^{-5}$.

## Comparing every weight with the weight at the cutoff

**The weight inequality.** Let $M=n+k$, so that $k$ bosons are missing from the cutoff. Since $M(M-1)-n(n-1)=k(M+n-1)$,

$$E_M-E_n=k\left[\frac{U(M+n-1)}{2}-\mu\right].$$

Hence

$$\frac{w_n}{w_M}=e^{\beta(E_M-E_n)}=r_M^{\,k}\;e^{\beta U nk/2}.$$

For $U\le0$ the last exponential is at most one, which gives

$$w_n\le w_M\,r_M^{\,k}.$$

**Convergence.** Successive energies differ by $E_{n+1}-E_n=Un-\mu$, so

$$\frac{w_{n+1}}{w_n}=e^{-\beta(Un-\mu)}.$$

For $U>0$ this ratio tends to zero. For $U=0$ and $\mu<0$ it is the constant $e^{\beta\mu}<1$. The ratio test gives convergence in both cases.

In the remaining cases either $U<0$, or $U=0$ and $\mu\ge0$. In the first, $r_k\to0$; in the second, $r_k=e^{-\beta\mu}\le1$. Either way $r_k\le1$ for all large $k$. The weight inequality with $n=0$ and cutoff $k$ then reads

$$1=w_0\le w_k\,r_k^{\,k}\le w_k .$$

The terms do not tend to zero, so the sum diverges.

**The deficit.** Because $M=M Z_M/Z_M$,

$$M-\langle n\rangle_M=\frac{1}{Z_M}\sum_{n=0}^{M}(M-n)\,w_n .$$

Every term is non-negative, so the deficit is too. Counting by $k=M-n$ and using the weight inequality,

$$M-\langle n\rangle_M\le\frac{w_M}{Z_M}\sum_{k=0}^{M}k\,r_M^{\,k}.$$

For $0<r<1$, applying $r\,\frac{d}{dr}$ to the geometric series $\sum_k r^k=1/(1-r)$ gives $\sum_{k\ge0}k r^k=r/(1-r)^2$. The finite sum is no larger than this series, and $w_M\le Z_M$, so the stated bound follows.

**The limit.** For $U<0$ the exponent of $r_M$ is $-\beta\left(\mu+|U|(M-1)/2\right)$, which goes to $-\infty$. The deficit lies between zero and a bound that tends to zero.

**Why $U\le0$ is not enough for the limit.** At $U=\mu=0$ all weights equal one. Then $Z_M=M+1$ and $\sum_{n=0}^{M} n=M(M+1)/2$, so $\langle n\rangle_M=M/2$. The deficit is also $M/2$ and grows without bound. The bound itself is not contradicted, because $r_M=1$ there.

## The same steps in Lean

The lemma `weight_le` is the weight inequality, with the cutoff written as `n + k`. Its proof merges the right-hand side into one exponential and compares exponents; `nlinarith` closes the comparison from the non-negativity of $\beta(-U)nk$, which is minus twice the exponent discarded above.

In `summable_weight_iff`, the divergent direction argues by contradiction. If the weights were summable they would tend to zero, so some $k$ would have both $w_k<1$ and $r_k\le1$, against `weight_le` at $n=0$. The other direction computes the ratio in `hratio` and applies Mathlib's ratio test twice, once for each convergent case.

The theorem `deficit_eq` rewrites the deficit as an average of missing bosons. In `deficit_le`, `Finset.sum_range_reflect` changes the summation from $n$ to $k$, and the `calc` block follows the chain of estimates: termwise comparison, the series for $\sum_k k r^k$, and $w_M\le Z_M$. The theorem `attractive_mean_sticks_to_cutoff` combines this bound with `fillingFactor_tendsto` in a squeeze argument, and `truncatedMean_free` is the counter-example.

```lean
import Mathlib

open Filter Topology

namespace BosonOccupationCutoff

noncomputable section

/-- Energy of `n` bosons on one site with pair interaction `U` and chemical potential `μ`. -/
def siteEnergy (U μ : ℝ) (n : ℕ) : ℝ := U * (n : ℝ) * ((n : ℝ) - 1) / 2 - μ * (n : ℝ)

/-- Boltzmann weight of the state with `n` bosons at inverse temperature `β`. -/
def weight (β U μ : ℝ) (n : ℕ) : ℝ := Real.exp (-β * siteEnergy U μ n)

/-- Partition sum restricted to at most `M` bosons. -/
def truncatedZ (β U μ : ℝ) (M : ℕ) : ℝ := ∑ n ∈ Finset.range (M + 1), weight β U μ n

/-- Thermal mean occupation restricted to at most `M` bosons. -/
def truncatedMean (β U μ : ℝ) (M : ℕ) : ℝ :=
  (∑ n ∈ Finset.range (M + 1), (n : ℝ) * weight β U μ n) / truncatedZ β U μ M

/-- The factor `exp (-β g)` with `g = μ - U (M - 1) / 2`; for `M > 0`, `g` is the energy
per boson released on filling the empty site with `M` bosons. -/
def fillingFactor (β U μ : ℝ) (M : ℕ) : ℝ :=
  Real.exp (-β * (μ - U * ((M : ℝ) - 1) / 2))

/-- Every Boltzmann weight is positive. -/
lemma weight_pos (β U μ : ℝ) (n : ℕ) : 0 < weight β U μ n := Real.exp_pos _

/-- The truncated partition sum is positive. -/
lemma truncatedZ_pos (β U μ : ℝ) (M : ℕ) : 0 < truncatedZ β U μ M :=
  Finset.sum_pos (fun n _ => weight_pos β U μ n) ⟨0, by simp⟩

/-- For `c > 0` and any real `d`, `exp (-(c n + d))` tends to zero as the natural number `n` grows.
-/
lemma tendsto_exp_linear {c : ℝ} (hc : 0 < c) (d : ℝ) :
    Tendsto (fun n : ℕ => Real.exp (-(c * (n : ℝ) + d))) atTop (𝓝 0) :=
  Real.tendsto_exp_neg_atTop_nhds_zero.comp
    (tendsto_atTop_add_const_right atTop d (tendsto_natCast_atTop_atTop.const_mul_atTop hc))

/-- For attractive bosons at positive `β`, the filling factor tends to zero. -/
lemma fillingFactor_tendsto {β U : ℝ} (μ : ℝ) (hβ : 0 < β) (hU : U < 0) :
    Tendsto (fillingFactor β U μ) atTop (𝓝 0) := by
  have hc : 0 < β * (-U) / 2 := half_pos (mul_pos hβ (neg_pos.mpr hU))
  refine (tendsto_exp_linear hc (β * (μ + U / 2))).congr fun n => ?_
  unfold fillingFactor
  congr 1
  ring

/-- For `β > 0` and `U ≤ 0`, removing `k` bosons from `n + k` leaves a weight at most the `k`-th
power of the filling factor at `n + k` times the original weight. -/
theorem weight_le {β U : ℝ} (μ : ℝ) (hβ : 0 < β) (hU : U ≤ 0) (n k : ℕ) :
    weight β U μ n ≤ weight β U μ (n + k) * fillingFactor β U μ (n + k) ^ k := by
  unfold weight fillingFactor siteEnergy
  rw [← Real.exp_nat_mul, ← Real.exp_add]
  apply Real.exp_le_exp.mpr
  have h : 0 ≤ β * (-U) * ((n : ℝ) * k) :=
    mul_nonneg (mul_nonneg hβ.le (neg_nonneg.mpr hU)) (by positivity)
  push_cast
  nlinarith

/-- At positive `β`, the single-site partition sum converges exactly for repulsive bosons,
or for non-interacting bosons with negative chemical potential. -/
theorem summable_weight_iff {β U μ : ℝ} (hβ : 0 < β) :
    Summable (weight β U μ) ↔ 0 < U ∨ (U = 0 ∧ μ < 0) := by
  constructor
  · intro hs
    by_contra hn
    have hU : U ≤ 0 := not_lt.mp fun h => hn (Or.inl h)
    have hr : ∀ᶠ k in atTop, fillingFactor β U μ k ≤ 1 := by
      rcases hU.lt_or_eq with h | h
      · exact ((fillingFactor_tendsto μ hβ h).eventually_lt_const zero_lt_one).mono
          fun _ hk => hk.le
      · have hμ : 0 ≤ μ := not_lt.mp fun h' => hn (Or.inr ⟨h, h'⟩)
        refine Eventually.of_forall fun k => Real.exp_le_one_iff.mpr ?_
        rw [h]
        nlinarith [mul_nonneg hβ.le hμ]
    -- the weights would tend to zero, yet they stay above that of the empty site
    obtain ⟨k, hk, hrk⟩ :=
      ((hs.tendsto_atTop_zero.eventually_lt_const zero_lt_one).and hr).exists
    have h0 : weight β U μ 0 = 1 := by simp [weight, siteEnergy]
    have h1 := weight_le μ hβ hU 0 k
    rw [zero_add, h0] at h1
    have h2 : fillingFactor β U μ k ^ k ≤ 1 := pow_le_one₀ (Real.exp_pos _).le hrk
    linarith [mul_le_mul_of_nonneg_left h2 (weight_pos β U μ k).le]
  · intro h
    -- ratio test
    have hratio : ∀ n, ‖weight β U μ (n + 1)‖ / ‖weight β U μ n‖
        = Real.exp (-β * (U * (n : ℝ) - μ)) := by
      intro n
      rw [Real.norm_of_nonneg (weight_pos β U μ _).le,
        Real.norm_of_nonneg (weight_pos β U μ _).le, weight, weight, ← Real.exp_sub]
      congr 1
      unfold siteEnergy
      push_cast
      ring
    have hne : ∀ᶠ n in atTop, weight β U μ n ≠ 0 :=
      Eventually.of_forall fun n => (weight_pos β U μ n).ne'
    rcases h with hU | ⟨hU, hμ⟩
    · refine summable_of_ratio_test_tendsto_lt_one zero_lt_one hne ?_
      refine (tendsto_exp_linear (mul_pos hβ hU) (-(β * μ))).congr fun n => ?_
      rw [hratio]
      congr 1
      ring
    · refine summable_of_ratio_test_tendsto_lt_one
        (Real.exp_lt_one_iff.mpr (mul_neg_of_pos_of_neg hβ hμ)) hne ?_
      refine tendsto_const_nhds.congr fun n => ?_
      rw [hratio, hU]
      congr 1
      ring

/-- The distance of the truncated mean from the cutoff is the thermal average of the
number of missing bosons `M - n`. -/
theorem deficit_eq (β U μ : ℝ) (M : ℕ) :
    (M : ℝ) - truncatedMean β U μ M =
      (∑ n ∈ Finset.range (M + 1), ((M : ℝ) - n) * weight β U μ n) / truncatedZ β U μ M := by
  have hZ := (truncatedZ_pos β U μ M).ne'
  rw [eq_div_iff hZ, sub_mul, truncatedMean, div_mul_cancel₀ _ hZ, truncatedZ,
    Finset.mul_sum, ← Finset.sum_sub_distrib]
  exact Finset.sum_congr rfl fun n _ => by ring

/-- For `β > 0`, `U ≤ 0` and filling factor `r < 1`, the cutoff exceeds the truncated mean
by at most `r / (1 - r)^2`. -/
theorem deficit_le {β U μ : ℝ} (hβ : 0 < β) (hU : U ≤ 0) (M : ℕ)
    (hr : fillingFactor β U μ M < 1) :
    (M : ℝ) - truncatedMean β U μ M ≤
      fillingFactor β U μ M / (1 - fillingFactor β U μ M) ^ 2 := by
  have hr0 : 0 < fillingFactor β U μ M := Real.exp_pos _
  have hcmp : ∀ k n, n + k = M →
      weight β U μ n ≤ weight β U μ M * fillingFactor β U μ M ^ k := by
    rintro k n rfl
    exact weight_le μ hβ hU n k
  generalize fillingFactor β U μ M = r at hr hr0 hcmp ⊢
  have hnorm : ‖r‖ < 1 := by rwa [Real.norm_of_nonneg hr0.le]
  -- count missing bosons k = M - n and compare with the series of k r^k
  rw [deficit_eq, div_le_iff₀ (truncatedZ_pos β U μ M), ← Finset.sum_range_reflect]
  calc
    _ ≤ ∑ k ∈ Finset.range (M + 1), weight β U μ M * ((k : ℝ) * r ^ k) := by
      apply Finset.sum_le_sum
      intro k hk
      have hkM : k ≤ M := Nat.lt_succ_iff.mp (Finset.mem_range.mp hk)
      rw [Nat.add_sub_cancel, Nat.cast_sub hkM, sub_sub_cancel]
      linarith [mul_le_mul_of_nonneg_left (hcmp k (M - k) (Nat.sub_add_cancel hkM))
        (Nat.cast_nonneg (α := ℝ) k)]
    _ = weight β U μ M * ∑ k ∈ Finset.range (M + 1), (k : ℝ) * r ^ k := by
      rw [Finset.mul_sum]
    _ ≤ weight β U μ M * (r / (1 - r) ^ 2) :=
      mul_le_mul_of_nonneg_left
        (sum_le_hasSum _ (fun i _ => mul_nonneg (Nat.cast_nonneg i) (pow_nonneg hr0.le i))
          (hasSum_coe_mul_geometric_of_norm_lt_one hnorm)) (weight_pos β U μ M).le
    _ ≤ _ := by
      rw [mul_comm]
      exact mul_le_mul_of_nonneg_left
        (Finset.single_le_sum (fun i _ => (weight_pos β U μ i).le)
          (Finset.self_mem_range_succ M)) (div_nonneg hr0.le (sq_nonneg _))

/-- For attractive bosons at positive `β`, the difference between the cutoff `M` and the
truncated mean occupation tends to zero as `M` grows. -/
theorem attractive_mean_sticks_to_cutoff {β U : ℝ} (μ : ℝ) (hβ : 0 < β) (hU : U < 0) :
    Tendsto (fun M : ℕ => (M : ℝ) - truncatedMean β U μ M) atTop (𝓝 0) := by
  have hr := fillingFactor_tendsto μ hβ hU
  have hup : Tendsto (fun M => fillingFactor β U μ M / (1 - fillingFactor β U μ M) ^ 2)
      atTop (𝓝 (0 / (1 - 0) ^ 2)) :=
    hr.div ((tendsto_const_nhds.sub hr).pow 2) (by norm_num)
  rw [show (0 : ℝ) / (1 - 0) ^ 2 = 0 by norm_num] at hup
  -- squeeze the deficit between zero and the geometric bound
  refine tendsto_of_tendsto_of_tendsto_of_le_of_le' tendsto_const_nhds hup
    (Eventually.of_forall fun M => ?_)
    ((hr.eventually_lt_const zero_lt_one).mono fun M h => deficit_le hβ hU.le M h)
  rw [deficit_eq]
  refine div_nonneg (Finset.sum_nonneg fun n hn => ?_) (truncatedZ_pos β U μ M).le
  have hnM : (n : ℝ) ≤ M := by exact_mod_cast Nat.lt_succ_iff.mp (Finset.mem_range.mp hn)
  exact mul_nonneg (sub_nonneg.mpr hnM) (weight_pos β U μ n).le

/-- Without interaction and at zero chemical potential, the truncated mean occupation is
half the cutoff. -/
theorem truncatedMean_free (β : ℝ) (M : ℕ) : truncatedMean β 0 0 M = (M : ℝ) / 2 := by
  have hw : ∀ n, weight β 0 0 n = 1 := fun n => by simp [weight, siteEnergy]
  have hs : ∑ n ∈ Finset.range (M + 1), (n : ℝ) = (M : ℝ) * (M + 1) / 2 := by
    induction M with
    | zero => simp
    | succ k ih =>
      rw [Finset.sum_range_succ, ih]
      push_cast
      ring
  have hZ : truncatedZ β 0 0 M = (M : ℝ) + 1 := by simp [truncatedZ, hw]
  have hM : (M : ℝ) + 1 ≠ 0 := by positivity
  simp only [truncatedMean, hZ, hw, mul_one, hs]
  rw [div_eq_iff hM]
  ring

end

end BosonOccupationCutoff
```

```lean
#print axioms BosonOccupationCutoff.summable_weight_iff
#print axioms BosonOccupationCutoff.attractive_mean_sticks_to_cutoff
#print axioms BosonOccupationCutoff.truncatedMean_free
```

```
'BosonOccupationCutoff.summable_weight_iff' depends on axioms: [propext, Classical.choice, Quot.sound]
'BosonOccupationCutoff.attractive_mean_sticks_to_cutoff' depends on axioms: [propext, Classical.choice, Quot.sound]
'BosonOccupationCutoff.truncatedMean_free' depends on axioms: [propext, Classical.choice, Quot.sound]
```

## One isolated site with real parameters

The definitions `siteEnergy`, `weight`, `truncatedZ`, `truncatedMean` and `fillingFactor` are $E_n$, $w_n$, $Z_M$, $\langle n\rangle_M$ and $r_M$. Occupations and cutoffs are converted to reals before one is subtracted, so natural-number subtraction, in which $0-1=0$, plays no part in these definitions. `Finset.range (M + 1)` runs over $0,\dots,M$, which means that the cutoff state itself is included. A code whose parameter counts the stored states, rather than the largest occupation, has to shift $M$ by one before using the bound.

The conventions are those of the grand-canonical ensemble: $\beta$ is the inverse of the thermal energy, the term $-\mu n$ is part of the energy, and negative $U$ means attraction.

In words, the theorems say the following:

- `summable_weight_iff`: for $\beta>0$, the weights over all natural numbers have a convergent sum if and only if $U>0$, or $U=0$ and $\mu<0$.
- `deficit_le`: for $\beta>0$, $U\le0$ and any $M$ with $r_M<1$, the deficit is at most $r_M/(1-r_M)^2$. This holds at finite $M$ and can be evaluated directly from the input parameters.
- `attractive_mean_sticks_to_cutoff`: for $\beta>0$, $U<0$ and any real $\mu$, the sequence $M-\langle n\rangle_M$ tends to zero.
- `truncatedMean_free`: at $U=\mu=0$ the truncated mean is $M/2$ for every $M$, including $M=0$.

For $U<0$ the condition $r_M<1$ means $M>1-2\mu/|U|$. A strongly negative chemical potential therefore delays the regime in which the bound applies, but does not prevent it. Below that threshold the mean may be small and look unremarkable, so a stable density over a few small cutoffs is no evidence that the partition sum converges.

The model has no hopping, no coupling between sites and no three-body or higher repulsion. A repulsive term of higher order could stabilise an attractive pair interaction, and the convergence condition would then be a different one. The theorems also concern sums of real numbers: they say nothing about sampling error, the time step of a path-integral discretisation or floating-point overflow. Overflow is a practical concern for $U<0$, since $w_M$ grows like the exponential of a quadratic in $M$; subtracting the largest exponent before exponentiating leaves the mean unchanged.

For parameters with a convergent sum, the file establishes that convergence but contains no theorem on the limit of $\langle n\rangle_M$ or on how large a cutoff a given accuracy needs.
